# Pressure times volume is a/d times the thermal energy for independent fermions with levels scaling as L^(−a)

Take independent fermions in finitely many levels whose energies scale as L^(−a) with the system's length L, where a is any real number and L = V^(1/d) in d ≥ 1 dimensions. The theorem `pressure_mul_volume` states that, for volume V > 0 and inverse temperature b ≠ 0, the grand potential is differentiable in the volume and d·P·V = a·E. Here P is minus the volume derivative of the grand potential at fixed temperature and chemical potential, and E is the sum of the level energies weighted by their Fermi occupations. The proof applies the chain rule to the grand potential as a function of length and the length as a function of volume, then simplifies the product algebraically.

The failing Lean file:

```lean
import Mathlib

namespace PressureMulVolume

noncomputable section

variable {ι : Type*} [Fintype ι]

/-- Fermi occupation of a level of energy `x` at inverse temperature `b` and chemical
potential `mu`. -/
def fermi (b mu x : ℝ) : ℝ := 1 / (1 + Real.exp (b * (x - mu)))

/-- Grand potential of a single fermionic level of energy `x`, for inverse temperature `b ≠ 0`. -/
def modePotential (b mu x : ℝ) : ℝ := -(1 / b) * Real.log (1 + Real.exp (-b * (x - mu)))

/-- Grand potential of independent fermions in the levels `E j`, for `b ≠ 0`. -/
def grandPotential (b mu : ℝ) (E : ι → ℝ) : ℝ := ∑ j, modePotential b mu (E j)

/-- Thermal energy: the sum of the level energies weighted by their Fermi occupations. -/
def energy (b mu : ℝ) (E : ι → ℝ) : ℝ := ∑ j, fermi b mu (E j) * E j

/-- Levels of a system of length `L > 0` that scale as the inverse power `a` of the length. -/
def levels (a : ℝ) (ε : ι → ℝ) (L : ℝ) (j : ι) : ℝ := ε j / L ^ a

/-- Pressure in `d ≥ 1` dimensions at volume `V > 0`: minus the volume derivative of the grand
potential at fixed temperature and chemical potential, the length being `V ^ (1 / d)`. -/
def pressure (a : ℝ) (d : ℕ) (b mu : ℝ) (ε : ι → ℝ) (V : ℝ) : ℝ :=
  -deriv (fun v : ℝ => grandPotential b mu (levels a ε (v ^ (1 / (d : ℝ))))) V

/-- For `b ≠ 0`, the derivative of the single-level grand potential with respect to the level
energy is the Fermi occupation. -/
theorem hasDerivAt_modePotential {b : ℝ} (hb : b ≠ 0) (mu x : ℝ) :
    HasDerivAt (modePotential b mu) (fermi b mu x) x := by
  have h1 : HasDerivAt (fun y : ℝ => -b * (y - mu)) (-b) x :=
    (((hasDerivAt_id' x).sub_const mu).const_mul (-b)).congr_deriv (by ring)
  have hu := Real.exp_pos (-b * (x - mu))
  have hv := Real.exp_pos (b * (x - mu))
  have huv : Real.exp (-b * (x - mu)) * Real.exp (b * (x - mu)) = 1 := by
    rw [← Real.exp_add, ← Real.exp_zero]
    congr 1
    ring
  have h2 := ((h1.exp.const_add 1).log (by positivity)).const_mul (-(1 / b))
  refine h2.congr_deriv ?_
  unfold fermi
  generalize Real.exp (-b * (x - mu)) = u at *
  generalize Real.exp (b * (x - mu)) = v at *
  -- the inverse temperature cancels, leaving two forms of the occupation
  have h3 : -(1 / b) * (u * -b / (1 + u)) = (1 / b * b) * (u / (1 + u)) := by ring
  rw [h3, one_div_mul_cancel hb, one_mul, div_eq_div_iff (by positivity) (by positivity)]
  linear_combination huv

omit [Fintype ι] in
/-- At length `L > 0`, the length derivative of a scaled level is `-a` times the level divided
by the length. -/
theorem hasDerivAt_levels (a : ℝ) (ε : ι → ℝ) {L : ℝ} (hL : 0 < L) (j : ι) :
    HasDerivAt (fun l => levels a ε l j) (-a * levels a ε L j / L) L := by
  have hp : L ^ a ≠ 0 := (Real.rpow_pos_of_pos hL a).ne'
  have h := (hasDerivAt_const L (ε j)).fun_div
    (Real.hasDerivAt_rpow_const (p := a) (Or.inl hL.ne')) hp
  refine h.congr_deriv ?_
  rw [Real.rpow_sub_one hL.ne']
  unfold levels
  generalize L ^ a = p at *
  have h3 : (0 * p - ε j * (a * (p / L))) / p ^ 2 = (-a * (ε j / p) / L) * (p / p) := by ring
  rw [h3, div_self hp, mul_one]

/-- Length derivative of the grand potential of scaled levels, at `b ≠ 0` and `L > 0`: it equals
`-a` times the thermal energy divided by the length. -/
theorem hasDerivAt_grandPotential (a : ℝ) {b : ℝ} (hb : b ≠ 0) (mu : ℝ) (ε : ι → ℝ)
    {L : ℝ} (hL : 0 < L) :
    HasDerivAt (fun l => grandPotential b mu (levels a ε l))
      (-a * energy b mu (levels a ε L) / L) L := by
  -- chain rule, level by level
  have h : ∀ j ∈ (Finset.univ : Finset ι),
      HasDerivAt (fun l => modePotential b mu (levels a ε l j))
        (fermi b mu (levels a ε L j) * (-a * levels a ε L j / L)) L := by
    intro j _
    have hj := (hasDerivAt_modePotential hb mu (levels a ε L j)).comp L
      (hasDerivAt_levels a ε hL j)
    exact hj
  refine (HasDerivAt.fun_sum h).congr_deriv ?_
  rw [energy, Finset.mul_sum, Finset.sum_div]
  exact Finset.sum_congr rfl fun j _ => by ring

/-- In `d ≥ 1` dimensions, at `b ≠ 0` and `V > 0`, the grand potential is differentiable in the
volume, and `d` times pressure times volume is `a` times the thermal energy. -/
theorem pressure_mul_volume (a : ℝ) {d : ℕ} (hd : d ≠ 0) {b : ℝ} (hb : b ≠ 0) (mu : ℝ)
    (ε : ι → ℝ) {V : ℝ} (hV : 0 < V) :
    DifferentiableAt ℝ
        (fun v : ℝ => grandPotential b mu (levels a ε (v ^ (1 / (d : ℝ))))) V ∧
      d * (pressure a d b mu ε V * V)
        = a * energy b mu (levels a ε (V ^ (1 / (d : ℝ)))) := by
  have hl : 0 < V ^ (1 / (d : ℝ)) := Real.rpow_pos_of_pos hV _
  have hd' : (d : ℝ) ≠ 0 := Nat.cast_ne_zero.mpr hd
  have hV' := hV.ne'
  have hc : HasDerivAt (fun v : ℝ => grandPotential b mu (levels a ε (v ^ (1 / (d : ℝ)))))
      (-a * energy b mu (levels a ε (V ^ (1 / (d : ℝ)))) / V ^ (1 / (d : ℝ))
        * (1 / (d : ℝ) * V ^ (1 / (d : ℝ) - 1))) V :=
    (hasDerivAt_grandPotential a hb mu ε hl).comp V
      (Real.hasDerivAt_rpow_const (Or.inl hV'))
  refine ⟨hc.differentiableAt, ?_⟩
  have key : ∀ U l : ℝ, l ≠ 0 →
      (d : ℝ) * (-(-a * U / l * (1 / (d : ℝ) * (l / V))) * V) = a * U := by
    intro U l hl0
    field_simp
  rw [pressure, hc.deriv, Real.rpow_sub_one hV']
  exact key _ _ hl.ne'

end

end PressureMulVolume
```

Lean reports:

```
Main.lean:99:4: error: Type mismatch
  HasDerivAt.comp V ?m.194 (Real.hasDerivAt_rpow_const (Or.inl hV'))
has type
  HasDerivAt (?m.191 ∘ fun x => x ^ ?m.196) (?m.193 * (?m.196 * V ^ (?m.196 - 1))) V
but is expected to have type
  HasDerivAt (fun v => grandPotential b mu (levels a ε (v ^ (1 / ↑d))))
    (-a * energy b mu (levels a ε (V ^ (1 / ↑d))) / V ^ (1 / ↑d) * (1 / ↑d * V ^ (1 / ↑d - 1))) V
```

Diagnosis. The error is a type mismatch at the chain rule step, `HasDerivAt.comp`. Lean was checking that term directly against the stated derivative. In the message the inner function is a power with unknown exponent `?m.196`, and the outer function `?m.191` is also unknown. Lean therefore had to recognise `fun v => grandPotential …` as a composition `?m.191 ∘ fun x => x ^ ?m.196`, and unification did not find the outer function. The mathematics of the step was sound.

The repair first builds the composite as `h`, with no expected type imposed, so the outer function comes from `hasDerivAt_grandPotential`. The argument `(p := 1 / (d : ℝ))` states the exponent outright. Then `exact h` compares two fully known statements, which agree by definition once the composition is unfolded. The change to `by` only makes room for these two steps.

The change, after which it compiles:

```diff
@@ -96,7 +96,8 @@
   have hc : HasDerivAt (fun v : ℝ => grandPotential b mu (levels a ε (v ^ (1 / (d : ℝ)))))
       (-a * energy b mu (levels a ε (V ^ (1 / (d : ℝ)))) / V ^ (1 / (d : ℝ))
-        * (1 / (d : ℝ) * V ^ (1 / (d : ℝ) - 1))) V :=
-    (hasDerivAt_grandPotential a hb mu ε hl).comp V
-      (Real.hasDerivAt_rpow_const (Or.inl hV'))
+        * (1 / (d : ℝ) * V ^ (1 / (d : ℝ) - 1))) V := by
+    have h := (hasDerivAt_grandPotential a hb mu ε hl).comp V
+      (Real.hasDerivAt_rpow_const (p := 1 / (d : ℝ)) (Or.inl hV'))
+    exact h
   refine ⟨hc.differentiableAt, ?_⟩
   have key : ∀ U l : ℝ, l ≠ 0 →
```
